# With only d-wave scattering and equal Friedel phases, the transport cross section is $20\pi\sin^2(\pi N/10)/k^2$

Put five electrons into the d shell of an impurity in a metal. Shared equally among the ten spin-orbitals, they give every d channel the phase shift $\pi/2$, and the impurity scatters as strongly as d waves allow. Put all five into one spin direction and the phases become $\pi$ and $0$: the d-wave scattering is gone. I understand that, if only the d channel scatters, the transport cross section for $N$ electrons shared equally among the ten spin-orbitals is $20\pi\sin^2(\pi N/10)/k^2$, rising up to half filling and vanishing only for an empty or full shell. Can this be made rigorous, starting from the angular integral, and checked by machine?

## From the amplitude to the occupation

Yes. Let $k>0$ be the wave number at the Fermi level, $d$ the phase shift and $u=\cos\theta$ the cosine of the scattering angle. The amplitude is
$$f(u)=\frac5k\,e^{id}\sin d\;\frac{3u^2-1}{2}.$$
The phase factor has modulus one, so
$$|f|^2=\frac{25\sin^2 d}{k^2}\,\frac{9u^4-6u^2+1}{4}.$$
The transport cross section weights this by $1-u$. The term with $-u$ is odd and integrates to zero, which leaves
$$\int_{-1}^{1}\frac{9u^4-6u^2+1}{4}\,du=\frac14\left(\frac{18}{5}-4+2\right)=\frac25,$$
$$\sigma=2\pi\cdot\frac{25\sin^2 d}{k^2}\cdot\frac25=\frac{20\pi\sin^2 d}{k^2}.$$

The Friedel sum rule for ten equivalent spin-orbitals gives $N=10\,d/\pi$, so $d=\pi N/10$. Replacing $N$ by $10-N$ turns $d$ into $\pi-d$, which has the same sine. On $0\le N\le5$ the sine is nonnegative and strictly increasing, hence so is its square. For $0<N<10$ it is positive, so on $[0,10]$ only the endpoints give zero.

With $N_u$ spin-up and $N_d$ spin-down electrons, each spin has five orbitals and the phases are $a=\pi N_u/5$ and $b=\pi N_d/5$. Since $\sin^2a+\sin^2b=1-\cos(a+b)\cos(a-b)$, the spin average is
$$\sigma_s=\frac{10\pi}{k^2}\bigl(1-CM\bigr),\quad C=\cos\frac{\pi(N_u+N_d)}5,\quad M=\cos\frac{\pi(N_u-N_d)}5.$$
The unpolarised shell with $N=N_u+N_d$ has $\sigma=10\pi(1-C)/k^2$, so $\sigma-\sigma_s=10\pi(-C)(1-M)/k^2$. This is positive if $5/2<N<15/2$, where $C<0$, and $N_u\ne N_d$, where $M<1$.

For $N_u=4$, $N_d=1$, both phases have $\sin^2=\sin^2 36^\circ\approx0.3455$. Thus $\sigma_s\approx6.91\pi/k^2$, against $20\pi/k^2$ without polarisation.

It would be a mistake to keep the divisor 10 for a single spin. The fully polarised half-filled shell would then get phases $\pi/2$ and $0$ and a cross section of $10\pi/k^2$ instead of zero.

```lean
import Mathlib

open Real

namespace FriedelVirtualBoundState

noncomputable section

/-- The d-wave scattering amplitude at wave number `k ≠ 0` and phase shift `d`,
as a function of the cosine `u` of the scattering angle. -/
def dWaveAmplitude (k d u : ℝ) : ℂ :=
  ((5 / k * sin d * ((3 * u ^ 2 - 1) / 2) : ℝ) : ℂ) * Complex.exp (d * Complex.I)

/-- The transport cross section of an axially symmetric amplitude: the scattered intensity
weighted by the relative loss of forward momentum `1 - u`. -/
def transportCrossSection (f : ℝ → ℂ) : ℝ :=
  2 * π * ∫ u in (-1 : ℝ)..1, ‖f u‖ ^ 2 * (1 - u)

/-- The transport cross section, at `k ≠ 0`, of an impurity with `N` electrons in its d shell,
the phase shift being `π N / 10` by the Friedel sum rule. -/
def friedelCrossSection (k N : ℝ) : ℝ :=
  transportCrossSection (dWaveAmplitude k (π * N / 10))

/-- The spin-averaged transport cross section, at `k ≠ 0`, of an impurity with `Nu` spin-up and
`Nd` spin-down d electrons, each spin channel having its own Friedel phase shift. -/
def spinSplitCrossSection (k Nu Nd : ℝ) : ℝ :=
  (transportCrossSection (dWaveAmplitude k (π * Nu / 5)) +
    transportCrossSection (dWaveAmplitude k (π * Nd / 5))) / 2

/-- The angular distribution of d-wave scattering is the squared Legendre polynomial,
with strength set by the phase shift. -/
theorem dWave_intensity {k : ℝ} (hk : 0 < k) (d u : ℝ) :
    k ^ 2 * ‖dWaveAmplitude k d u‖ ^ 2 =
      25 * sin d ^ 2 * ((3 * u ^ 2 - 1) / 2) ^ 2 := by
  have h5 : k * (5 / k) = 5 := by field_simp
  rw [dWaveAmplitude, norm_mul, Complex.norm_exp_ofReal_mul_I, mul_one,
    Complex.norm_real, Real.norm_eq_abs, sq_abs]
  calc k ^ 2 * (5 / k * sin d * ((3 * u ^ 2 - 1) / 2)) ^ 2
      = (k * (5 / k)) ^ 2 * (sin d ^ 2 * ((3 * u ^ 2 - 1) / 2) ^ 2) := by ring
    _ = 25 * sin d ^ 2 * ((3 * u ^ 2 - 1) / 2) ^ 2 := by rw [h5]; ring

/-- The squared d-wave Legendre polynomial, weighted by `1 - u`, integrates to `2/5`. -/
theorem legendre_transport_integral :
    ∫ u in (-1 : ℝ)..1, ((3 * u ^ 2 - 1) / 2) ^ 2 * (1 - u) = 2 / 5 := by
  -- an explicit antiderivative
  have hd : ∀ u : ℝ, HasDerivAt
      (fun x : ℝ => 9 / 20 * x ^ 5 - 1 / 2 * x ^ 3 + 1 / 4 * x - 3 / 8 * x ^ 6
        + 3 / 8 * x ^ 4 - 1 / 8 * x ^ 2)
      (((3 * u ^ 2 - 1) / 2) ^ 2 * (1 - u)) u := by
    intro u
    have h := ((((((hasDerivAt_pow 5 u).const_mul (9 / 20)).fun_sub
      ((hasDerivAt_pow 3 u).const_mul (1 / 2))).fun_add
      ((hasDerivAt_id' u).const_mul (1 / 4))).fun_sub
      ((hasDerivAt_pow 6 u).const_mul (3 / 8))).fun_add
      ((hasDerivAt_pow 4 u).const_mul (3 / 8))).fun_sub
      ((hasDerivAt_pow 2 u).const_mul (1 / 8))
    refine h.congr_deriv ?_
    norm_num
    ring
  rw [intervalIntegral.integral_eq_sub_of_hasDerivAt (fun u _ => hd u)
    (Continuous.intervalIntegrable (by fun_prop) _ _)]
  norm_num

/-- The d-wave transport cross section is `20 π sin² d / k²`. -/
theorem dWave_transportCrossSection {k : ℝ} (hk : 0 < k) (d : ℝ) :
    k ^ 2 * transportCrossSection (dWaveAmplitude k d) = 20 * π * sin d ^ 2 := by
  have h : k ^ 2 * (∫ u in (-1 : ℝ)..1, ‖dWaveAmplitude k d u‖ ^ 2 * (1 - u)) =
      25 * sin d ^ 2 * (2 / 5) := by
    rw [← legendre_transport_integral, ← intervalIntegral.integral_const_mul,
      ← intervalIntegral.integral_const_mul]
    refine intervalIntegral.integral_congr (fun u _ => ?_)

    linear_combination (1 - u) * dWave_intensity hk d u
  rw [transportCrossSection]
  linear_combination 2 * π * h

/-- With d-wave scattering only and Friedel phase shifts, the transport cross section is `20 π sin²
(π N / 10) / k²`, is symmetric under exchange of d electrons and d holes, grows strictly up to half
filling, and vanishes only for the empty and the full shell. -/
theorem friedel_virtual_bound_state {k : ℝ} (hk : 0 < k) :
    (∀ N, k ^ 2 * friedelCrossSection k N = 20 * π * sin (π * N / 10) ^ 2) ∧
    (∀ N, friedelCrossSection k (10 - N) = friedelCrossSection k N) ∧
    StrictMonoOn (friedelCrossSection k) (Set.Icc 0 5) ∧
    ∀ N ∈ Set.Icc (0 : ℝ) 10, (friedelCrossSection k N = 0 ↔ N = 0 ∨ N = 10) := by
  have hk2 : 0 < k ^ 2 := by positivity
  have hpi := Real.pi_pos
  have F : ∀ N, k ^ 2 * friedelCrossSection k N = 20 * π * sin (π * N / 10) ^ 2 :=
    fun N => dWave_transportCrossSection hk _
  refine ⟨F, fun N => ?_, fun a ha b hb hab => ?_, fun N hN => ⟨fun h => ?_, ?_⟩⟩
  · -- electron-hole exchange reflects the phase shift about π/2
    apply mul_left_cancel₀ hk2.ne'
    rw [F, F, show π * (10 - N) / 10 = π - π * N / 10 by ring, Real.sin_pi_sub]
  · -- the sine increases on [0, π/2]
    have h0 : 0 ≤ π * a := mul_nonneg hpi.le ha.1
    have h1 : π * a < π * b := mul_lt_mul_of_pos_left hab hpi
    have h2 : 0 ≤ π * (5 - b) := mul_nonneg hpi.le (sub_nonneg.2 hb.2)
    have hs : sin (π * a / 10) < sin (π * b / 10) :=
      Real.sin_lt_sin_of_lt_of_le_pi_div_two (by linarith) (by linarith) (by linarith)
    have hs0 : 0 ≤ sin (π * a / 10) :=
      Real.sin_nonneg_of_nonneg_of_le_pi (by linarith) (by linarith)
    have hsq := pow_lt_pow_left₀ hs hs0 two_ne_zero
    refine lt_of_mul_lt_mul_left ?_ hk2.le
    rw [F, F]
    exact mul_lt_mul_of_pos_left hsq (by positivity)
  · -- a partly filled shell has a phase shift strictly between 0 and π
    by_contra hne
    obtain ⟨h0, h1⟩ := not_or.1 hne
    have a : 0 < N := lt_of_le_of_ne hN.1 (Ne.symm h0)
    have b : N < 10 := lt_of_le_of_ne hN.2 h1
    have hs : 0 < sin (π * N / 10) :=
      Real.sin_pos_of_pos_of_lt_pi (by positivity) (by nlinarith)
    have hF := F N
    rw [h, mul_zero] at hF
    have hpos : 0 < 20 * π * sin (π * N / 10) ^ 2 := by positivity
    linarith
  · have key : sin (π * N / 10) = 0 → friedelCrossSection k N = 0 := fun e =>
      (mul_eq_zero.1 ((F N).trans (by rw [e]; ring))).resolve_left hk2.ne'
    rintro (h | h)
    · exact key (by rw [h, mul_zero, zero_div, Real.sin_zero])
    · exact key (by rw [h, show π * 10 / 10 = π by ring, Real.sin_pi])

/-- The spin-averaged cross section depends on the total occupation `Nu + Nd` and on the
spin imbalance `Nu - Nd` through a product of two cosines. -/
theorem spinSplitCrossSection_eq {k : ℝ} (hk : 0 < k) (Nu Nd : ℝ) :
    k ^ 2 * spinSplitCrossSection k Nu Nd =
      10 * π * (1 - cos (π * (Nu + Nd) / 5) * cos (π * (Nu - Nd) / 5)) := by
  rw [spinSplitCrossSection, show π * (Nu + Nd) / 5 = π * Nu / 5 + π * Nd / 5 by ring,
    show π * (Nu - Nd) / 5 = π * Nu / 5 - π * Nd / 5 by ring, Real.cos_add, Real.cos_sub]
  linear_combination (1 / 2) * dWave_transportCrossSection hk (π * Nu / 5)
    + (1 / 2) * dWave_transportCrossSection hk (π * Nd / 5)
    + 10 * π * cos (π * Nd / 5) ^ 2 * Real.sin_sq_add_cos_sq (π * Nu / 5)
    + 10 * π * (1 - sin (π * Nu / 5) ^ 2) * Real.sin_sq_add_cos_sq (π * Nd / 5)

/-- For a total d occupation between `5/2` and `15/2`, any spin imbalance strictly lowers the
transport cross section below that of the unpolarised shell with as many electrons. -/
theorem spin_splitting_lowers_scattering {k Nu Nd : ℝ} (hk : 0 < k)
    (hu : Nu ∈ Set.Icc (0 : ℝ) 5) (hd : Nd ∈ Set.Icc (0 : ℝ) 5) (hne : Nu ≠ Nd)
    (hlo : 5 / 2 < Nu + Nd) (hhi : Nu + Nd < 15 / 2) :
    spinSplitCrossSection k Nu Nd < friedelCrossSection k (Nu + Nd) := by
  have hpi := Real.pi_pos
  have hC : cos (π * (Nu + Nd) / 5) < 0 :=
    Real.cos_neg_of_pi_div_two_lt_of_lt (by nlinarith) (by nlinarith)
  have hM : cos (π * (Nu - Nd) / 5) < 1 := by
    refine lt_of_le_of_ne (Real.cos_le_one _) (fun h => hne ?_)
    have h1 : 0 ≤ π * (Nu - Nd + 5) := mul_nonneg hpi.le (by linarith [hu.1, hd.2])
    have h2 : 0 ≤ π * (5 - (Nu - Nd)) := mul_nonneg hpi.le (by linarith [hu.2, hd.1])
    have h3 := (Real.cos_eq_one_iff_of_lt_of_lt (by linarith) (by linarith)).1 h
    have h4 : π * (Nu - Nd) = 0 := by linarith
    exact sub_eq_zero.1 ((mul_eq_zero.1 h4).resolve_left hpi.ne')
  -- the unpolarised cross section in terms of the same cosine
  have hF : k ^ 2 * friedelCrossSection k (Nu + Nd) =
      10 * π * (1 - cos (π * (Nu + Nd) / 5)) := by
    rw [(friedel_virtual_bound_state hk).1,
      show π * (Nu + Nd) / 5 = 2 * (π * (Nu + Nd) / 10) by ring, Real.cos_two_mul]
    linear_combination 20 * π * Real.sin_sq_add_cos_sq (π * (Nu + Nd) / 10)
  refine lt_of_mul_lt_mul_left ?_ (sq_nonneg k)
  rw [spinSplitCrossSection_eq hk, hF]
  nlinarith [mul_pos (mul_pos hpi (neg_pos.2 hC)) (sub_pos.2 hM)]

/-- With five d electrons, the unpolarised shell has transport cross section `20 π / k²`,
while the fully spin-polarised shell has none. -/
theorem half_filled_shell {k : ℝ} (hk : 0 < k) :
    k ^ 2 * friedelCrossSection k 5 = 20 * π ∧ spinSplitCrossSection k 5 0 = 0 := by
  constructor
  · rw [(friedel_virtual_bound_state hk).1, show π * 5 / 10 = π / 2 by ring,
      Real.sin_pi_div_two]
    ring
  · have h := spinSplitCrossSection_eq hk 5 0
    rw [show π * (5 + 0) / 5 = π by ring, show π * (5 - 0) / 5 = π by ring,
      Real.cos_pi] at h
    exact (mul_eq_zero.1 (h.trans (by ring))).resolve_left (pow_pos hk 2).ne'

end

end FriedelVirtualBoundState
```

```lean
#print axioms FriedelVirtualBoundState.dWave_transportCrossSection
-- 'FriedelVirtualBoundState.dWave_transportCrossSection' depends on axioms: [propext, Classical.choice, Quot.sound]
#print axioms FriedelVirtualBoundState.spin_splitting_lowers_scattering
-- 'FriedelVirtualBoundState.spin_splitting_lowers_scattering' depends on axioms: [propext, Classical.choice, Quot.sound]
#print axioms FriedelVirtualBoundState.half_filled_shell
-- 'FriedelVirtualBoundState.half_filled_shell' depends on axioms: [propext, Classical.choice, Quot.sound]
```

## What the Lean definitions say about the impurity

`dWaveAmplitude` is the complex function $f$, and `transportCrossSection` accepts any amplitude that depends only on the scattering angle and contains the actual integral. The formulas are stated for $k^2\sigma$; `0 < k` excludes `k = 0`, where the factor $k^2$ makes the left side zero and the identity would fail whenever $\sin d\ne0$.

`friedelCrossSection` builds in the Friedel phase of an unpolarised shell, with all ten spin-orbitals equally filled. `spinSplitCrossSection` gives each spin its own phase, with the five orbitals of that spin equally filled. The sum rule is thus assumed: it stands for the impurity's displaced charge sitting entirely in the d channel. Occupations are real numbers; the comparison theorem restricts `Nu` and `Nd` to $[0,5]$.

The theorem name `friedel_virtual_bound_state` recalls the broadened d level that motivates the model, but the position and width of that level do not appear. Nor do other partial waves, spin-flip scattering or a calculation of the polarisation. For dilute nonmagnetic transition-metal impurities in a free-electron-like metal, where d scattering dominates, the unpolarised formula gives a simple estimate of how residual resistivity varies with d occupation. The spin average $\sigma_s$ can't always be used in the same way: if all impurity moments are aligned and no spin flips occur, the two spins carry current in parallel, and the resistivity follows the harmonic mean of their cross sections.

## How the proof follows the calculation

`dWave_intensity` computes $|f|^2$. `legendre_transport_integral` differentiates an explicit antiderivative and evaluates it at $\pm1$. `dWave_transportCrossSection` joins them by comparing integrands.

`friedel_virtual_bound_state` cancels $k^2$ and uses reflection, monotonicity and positivity of the sine. In `spinSplitCrossSection_eq`, `linear_combination` combines the two spin cross sections with $\sin^2+\cos^2=1$.

`spin_splitting_lowers_scattering` proves $C<0$ and $M<1$, then gives `nlinarith` the positive product $\pi(-C)(1-M)$. `half_filled_shell` evaluates the two opening cases.
